# With an ultrasoft overlap, position elements between states of different energy are a commutator quotient plus an augmentation term

Let \(u\) and \(v\) solve \(Hu=eSu\) and \(Hv=fSv\), where \(H\) and \(S=1+PQP^*\) are Hermitian matrices and the real energies \(e\) and \(f\) differ. Then, for \(D=X+PEP^*\),

\[
\langle u,Dv\rangle=\frac{\langle u,([H,X]-f[S,X])v\rangle}{e-f}+\langle u,P(EP^*-QP^*X)v\rangle .
\]

Here \(X\) is the bare position matrix, \(P\) contains the projectors, and \(Q\) and \(E\) hold the augmentation charges and dipoles. The star denotes the conjugate transpose, and \([A,B]=AB-BA\). The first term is called the commutator quotient below. For one-particle states in a finite basis, the formula relates the dipole element of an optical transition to the commutators of \(X\) with the Hamiltonian and the overlap.

## The forms of S and D

In an ultrasoft or PAW calculation the smooth wavefunction need not carry the correct charge near each nucleus. The matrix \(Q\) corrects this, with one entry for each pair of channels, and so turns the unit overlap into \(S\). The matrix \(E\) does the same for the dipole: its entries stand for the difference between the dipole integrals of the true and the smooth partial waves. Both are given matrices here, not computed from partial waves.

The finite type `n` labels an orthonormal basis and `m` labels the projector channels. Hence \(P\) is rectangular, with one column per projector, while \(Q\) and \(E\) are square in the channels. One Cartesian component of position is treated at a time.

```lean
import Mathlib

open Matrix

namespace UltrasoftPosition

noncomputable section

variable {n m : Type*} [Fintype n] [Fintype m]
```

The matrix element is conjugate-linear in its first vector, and no normalisation is built in.

```lean
/-- The matrix element `⟨u, A v⟩`, conjugate-linear in `u`. -/
def braket (u : n → ℂ) (A : Matrix n n ℂ) (v : n → ℂ) : ℂ := star u ⬝ᵥ (A *ᵥ v)

/-- The commutator `[A, B] = A B - B A`. -/
def comm (A B : Matrix n n ℂ) : Matrix n n ℂ := A * B - B * A
```

The functions `position` and `overlap` are \(D\) and \(S\). In Lean the conjugate transpose of \(P\) is written `Pᴴ`.

```lean
/-- The position operator `D = X + P E P*` with augmentation dipoles `E`. -/
def position (X : Matrix n n ℂ) (P : Matrix n m ℂ) (E : Matrix m m ℂ) : Matrix n n ℂ :=
  X + P * E * Pᴴ

/-- The overlap operator `S = 1 + P Q P*` with augmentation charges `Q`. -/
def overlap [DecidableEq n] (P : Matrix n m ℂ) (Q : Matrix m m ℂ) : Matrix n n ℂ :=
  1 + P * Q * Pᴴ
```

In the derivation of the opening formula, these two forms serve to exchange \(SX\) for \(D\):

\[
D-SX=X+PEP^*-X-PQP^*X=P(EP^*-QP^*X).
\]

This is pure algebra and needs no Hermiticity. The matrices \(X\) and \(E\) may be arbitrary; physically they are Hermitian. A finite matrix \(X\) suits a molecule or cluster in a finite basis; the position operator of an extended periodic crystal is not covered.

For other forms of \(S\) or \(D\), the operator in the augmentation term has to be computed afresh as \(D-SX\). The term vanishes when \(Q=E=0\), as in a norm-conserving calculation that takes \(S=1\) and \(D=X\).

## The two eigenvalue equations

The vectors \(u\) and \(v\) are one-particle states of the same Hamiltonian and the same overlap. The predicate `Solves` states the generalized eigenvalue equation, with the energy taken from the real numbers. It doesn't require a nonzero vector; for \(u=0\) or \(v=0\) the formula reads \(0=0\).

```lean
/-- The vector `u` solves the generalized eigenvalue equation `H u = e S u` with real `e`. -/
def Solves (H S : Matrix n n ℂ) (e : ℝ) (u : n → ℂ) : Prop :=
  H *ᵥ u = (e : ℂ) • (S *ᵥ u)
```

The equation for \(v\) acts directly on the ket:

\[
\langle u,XHv\rangle=f\langle u,XSv\rangle .
\]

The equation for \(u\) has to be moved to the bra first, which is where Hermiticity enters.

One special case tests every remaining hypothesis. For \(X=1\) and \(E=0\) both commutators vanish, \(D=1\), and the augmentation term is \(\langle u,(1-S)v\rangle\). The formula then says \(\langle u,v\rangle=\langle u,v\rangle-\langle u,Sv\rangle\), that is, \(\langle u,Sv\rangle=0\). Any choice with \(\langle u,Sv\rangle\neq0\) is therefore a counter-example. The ones given in the text are short calculations for the reader to repeat, separate from the Lean theorems.

If \(v\) is not a solution, take \(S=1\), \(H=\mathrm{diag}(1,0)\), \(u=(1,0)\) with \(e=1\), and \(v=(1,1)\) with \(f=0\). Then \(\langle u,Sv\rangle=1\), and the formula fails.

The next three lemmas let matrix elements be split over sums, differences and scalar multiples of operators.

```lean
/-- Matrix elements are additive in the operator. -/
theorem braket_add (u v : n → ℂ) (A B : Matrix n n ℂ) :
    braket u (A + B) v = braket u A v + braket u B v := by
  simp only [braket, Matrix.add_mulVec, dotProduct_add]

/-- Matrix elements respect differences of operators. -/
theorem braket_sub (u v : n → ℂ) (A B : Matrix n n ℂ) :
    braket u (A - B) v = braket u A v - braket u B v := by
  simp only [braket, Matrix.sub_mulVec, dotProduct_sub]

/-- Matrix elements are homogeneous in the operator. -/
theorem braket_smul (u v : n → ℂ) (c : ℂ) (A : Matrix n n ℂ) :
    braket u (c • A) v = c * braket u A v := by
  simp only [braket, Matrix.smul_mulVec, dotProduct_smul, smul_eq_mul]
```

## Hermitian matrices and real energies

Hermiticity of \(H\) and \(S\) means real expectation values for energy and norm. Taking the conjugate transpose of \(Hu=eSu\) gives \(u^*H=e\,u^*S\), provided that \(H^*=H\), \(S^*=S\) and \(\bar e=e\). Therefore

\[
\langle u,HXv\rangle=e\langle u,SXv\rangle .
\]

Subtracting the ket equation gives

\[
\langle u,[H,X]v\rangle=e\langle u,SXv\rangle-f\langle u,XSv\rangle .
\]

In the lemma `braket_comm`, the step `hbra` is the conjugated equation. It applies `star` to both sides of `hu` and rewrites with `hH.eq` and `hS.eq`; the final `simpa` removes the conjugation from the real number \(e\). Then `h1` and `h2` are the bra and ket equations, and the last line subtracts them.

```lean
/-- Between two solutions, `⟨u, [H, X] v⟩ = e ⟨u, S X v⟩ - f ⟨u, X S v⟩`. -/
theorem braket_comm {H S : Matrix n n ℂ} (hH : H.IsHermitian) (hS : S.IsHermitian)
    {e f : ℝ} {u v : n → ℂ} (hu : Solves H S e u) (hv : Solves H S f v)
    (X : Matrix n n ℂ) :
    braket u (comm H X) v = e * braket u (S * X) v - f * braket u (X * S) v := by
  -- the adjoint eigenvalue equation for the bra
  have hbra : star u ᵥ* H = (e : ℂ) • (star u ᵥ* S) := by
    have h := congrArg star hu
    rw [star_smul, Matrix.star_mulVec, Matrix.star_mulVec, hH.eq, hS.eq] at h
    simpa using h
  have h1 : braket u (H * X) v = e * braket u (S * X) v := by
    unfold braket
    rw [← Matrix.mulVec_mulVec, ← Matrix.mulVec_mulVec,
      Matrix.dotProduct_mulVec (star u) H, Matrix.dotProduct_mulVec (star u) S,
      hbra, smul_dotProduct, smul_eq_mul]
  -- the eigenvalue equation for the ket
  have h2 : braket u (X * H) v = f * braket u (X * S) v := by
    unfold Solves at hv
    unfold braket
    rw [← Matrix.mulVec_mulVec, ← Matrix.mulVec_mulVec, hv, Matrix.mulVec_smul,
      dotProduct_smul, smul_eq_mul]
  rw [comm, braket_sub, h1, h2]
```

Each of the three conditions matters:

- **Without Hermitian \(H\):** take \(S=1\) and \(H=\begin{pmatrix}1&1\\0&0\end{pmatrix}\). The vectors \(u=(1,0)\) and \(v=(1,-1)\) have energies 1 and 0, but \(\langle u,Sv\rangle=1\).
- **Without Hermitian \(S\):** take \(H=\mathrm{diag}(1,0)\) and \(S=\begin{pmatrix}1&1\\0&1\end{pmatrix}\). The vectors \(u=(1,0)\) and \(v=(0,1)\) have energies 1 and 0, and again \(\langle u,Sv\rangle=1\).
- **Without real energies:** take \(H=\begin{pmatrix}0&1\\1&0\end{pmatrix}\) and \(S=\mathrm{diag}(1,-1)\). The vectors \(u=(1,i)\) and \(v=(1,-i)\) have energies \(i\) and \(-i\), and \(\langle u,Sv\rangle=2\).

The last example needs an indefinite \(S\). A physical overlap is positive definite, and then a nonzero solution has a real energy automatically. The theorems assume real energies instead of positivity, so they also cover an indefinite \(S\).

## Distinct energies

The condition \(e\neq f\) restricts the formula to transitions between different levels. It excludes diagonal elements and elements between states of the same degenerate level.

By hand, expand the overlap commutator and subtract:

\[
\begin{aligned}
\langle u,([H,X]-f[S,X])v\rangle
&=e\langle u,SXv\rangle-f\langle u,XSv\rangle\\
&\quad-f\langle u,SXv\rangle+f\langle u,XSv\rangle\\
&=(e-f)\langle u,SXv\rangle .
\end{aligned}
\]

Division by \(e-f\) gives \(\langle u,SXv\rangle\), and the identity for \(D-SX\) supplies the rest.

In the proof, `hne` turns `hef` into a nonzero complex denominator, `key` is the displayed calculation, closed by `ring`, and `hD` is the exchange of \(SX\) for \(D\). The last line cancels the denominator and adds the two matrix elements.

```lean
variable [DecidableEq n]

/-- The position element between solutions of different energy is the commutator element
divided by `e - f`, plus the augmentation term `⟨u, P (E P* - Q P* X) v⟩`. -/
theorem position_element {H X : Matrix n n ℂ} {P : Matrix n m ℂ} {Q E : Matrix m m ℂ}
    (hH : H.IsHermitian) (hS : (overlap P Q).IsHermitian) {e f : ℝ} (hef : e ≠ f)
    {u v : n → ℂ} (hu : Solves H (overlap P Q) e u) (hv : Solves H (overlap P Q) f v) :
    braket u (position X P E) v =
      braket u (comm H X - (f : ℂ) • comm (overlap P Q) X) v / ((e : ℂ) - f)
        + braket u (P * (E * Pᴴ - Q * Pᴴ * X)) v := by
  have hne : (e : ℂ) - f ≠ 0 := sub_ne_zero.mpr (by exact_mod_cast hef)
  -- the commutators combine to `(e - f) S X`
  have key : braket u (comm H X - (f : ℂ) • comm (overlap P Q) X) v
      = ((e : ℂ) - f) * braket u (overlap P Q * X) v := by
    rw [braket_sub, braket_smul, braket_comm hH hS hu hv, comm, braket_sub]
    ring
  -- trading `S X` for `D` leaves the augmentation term
  have hD : position X P E = overlap P Q * X + P * (E * Pᴴ - Q * Pᴴ * X) := by
    simp only [position, overlap, Matrix.add_mul, Matrix.one_mul, Matrix.mul_sub,
      Matrix.mul_assoc]
    abel
  rw [key, mul_div_cancel_left₀ _ hne, hD, braket_add]
```

When \(e=f\), the displayed calculation reads \(0=0\) and leaves \(\langle u,SXv\rangle\) undetermined. One basis state is enough to show this: with \(H=0\), \(S=X=1\), \(E=0\), \(u=v=1\) and \(e=f=0\), the position element is 1 while the quotient is \(0/0\).

The same hypotheses give a version that treats the two energies alike. With the mean energy in place of \(f\),

\[
\Big\langle u,\Big([H,X]-\tfrac{e+f}{2}[S,X]\Big)v\Big\rangle
=(e-f)\,\Big\langle u,\tfrac12(SX+XS)v\Big\rangle .
\]

Since \(\tfrac12(SX+XS)=X+\tfrac12(PQP^*X+XPQP^*)\), the augmentation operator becomes \(PEP^*-\tfrac12(PQP^*X+XPQP^*)\). The proof follows the previous one: `key` is the displayed equation, and `module` checks the operator identity.

```lean
/-- The same position element with the mean energy `(e + f) / 2` in the commutator term and
a symmetrized product of `X` with the augmentation charge. -/
theorem position_element_symmetric {H X : Matrix n n ℂ} {P : Matrix n m ℂ}
    {Q E : Matrix m m ℂ} (hH : H.IsHermitian) (hS : (overlap P Q).IsHermitian)
    {e f : ℝ} (hef : e ≠ f) {u v : n → ℂ}
    (hu : Solves H (overlap P Q) e u) (hv : Solves H (overlap P Q) f v) :
    braket u (position X P E) v =
      braket u (comm H X - (((e : ℂ) + f) / 2) • comm (overlap P Q) X) v / ((e : ℂ) - f)
        + braket u (P * E * Pᴴ
            - (1 / 2 : ℂ) • (P * Q * Pᴴ * X + X * (P * Q * Pᴴ))) v := by
  have hne : (e : ℂ) - f ≠ 0 := sub_ne_zero.mpr (by exact_mod_cast hef)
  -- the mean energy produces the symmetrized product of `S` and `X`
  have key : braket u (comm H X - (((e : ℂ) + f) / 2) • comm (overlap P Q) X) v
      = ((e : ℂ) - f) *
        braket u ((1 / 2 : ℂ) • (overlap P Q * X + X * overlap P Q)) v := by
    rw [braket_sub, braket_smul, braket_comm hH hS hu hv, comm, braket_sub,
      braket_smul, braket_add]
    ring
  rw [key, mul_div_cancel_left₀ _ hne, ← braket_add]
  congr 1
  simp only [position, overlap, add_mul, mul_add, one_mul, mul_one]
  module
```

## Orthogonality and the choice of origin

Setting \(X=1\) in the commutator lemma gives \(0=(e-f)\langle u,Sv\rangle\). Distinct energies thus make the states orthogonal in the overlap metric. The proof does exactly this and cancels the nonzero factor.

```lean
/-- Solutions with different energies are orthogonal in the overlap metric. -/
theorem overlap_orthogonal {H S : Matrix n n ℂ} (hH : H.IsHermitian) (hS : S.IsHermitian)
    {e f : ℝ} (hef : e ≠ f) {u v : n → ℂ} (hu : Solves H S e u) (hv : Solves H S f v) :
    braket u S v = 0 := by
  have hne : (e : ℂ) - f ≠ 0 := sub_ne_zero.mpr (by exact_mod_cast hef)
  -- every operator commutes with the identity
  have h := braket_comm hH hS hu hv 1
  have h0 : braket u (comm H 1) v = 0 := by simp [comm, braket]
  rw [h0, mul_one, one_mul] at h
  have h' : ((e : ℂ) - f) * braket u S v = 0 := by linear_combination -h
  exact (mul_eq_zero.mp h').resolve_left hne
```

Moving the origin adds a constant \(c\) to \(X\). The augmentation dipoles must move too, by \(c\) times the augmentation charges, so

\[
D\;\to\;X+c+P(E+cQ)P^*=D+cS .
\]

The extra element \(c\langle u,Sv\rangle\) is zero by orthogonality. In Lean, `hD` is the operator identity and the final rewrite uses `overlap_orthogonal`. Between states of equal energy the extra element can survive: for \(u=v\) it is \(c\langle u,Su\rangle\).

```lean
/-- Shifting `X` by a constant `c` and the augmentation dipoles by `c Q` leaves the position
element between solutions of different energy unchanged. -/
theorem position_origin_shift {H X : Matrix n n ℂ} {P : Matrix n m ℂ} {Q E : Matrix m m ℂ}
    (hH : H.IsHermitian) (hS : (overlap P Q).IsHermitian) {e f : ℝ} (hef : e ≠ f)
    {u v : n → ℂ} (hu : Solves H (overlap P Q) e u) (hv : Solves H (overlap P Q) f v)
    (c : ℂ) :
    braket u (position (X + c • 1) P (E + c • Q)) v = braket u (position X P E) v := by
  have hD : position (X + c • 1) P (E + c • Q) = position X P E + c • overlap P Q := by
    simp only [position, overlap, Matrix.mul_add, Matrix.add_mul, Matrix.mul_smul,
      Matrix.smul_mul]
    module
  rw [hD, braket_add, braket_smul, overlap_orthogonal hH hS hef hu hv, mul_zero, add_zero]
```

## A two-level model with a nonzero augmentation term

The following model satisfies all the hypotheses. It has \(P=1\), so each basis state is its own projector, and \(S=\mathrm{diag}(2,1)\).

```lean
/-- Hamiltonian of a two-level model. -/
def modelH : Matrix (Fin 2) (Fin 2) ℂ := !![2, 0; 0, 3]

/-- Bare position operator of the two-level model. -/
def modelX : Matrix (Fin 2) (Fin 2) ℂ := !![0, 1; 1, 0]

/-- Projectors of the two-level model, one for each basis state. -/
def modelP : Matrix (Fin 2) (Fin 2) ℂ := 1

/-- Augmentation charges of the two-level model. -/
def modelQ : Matrix (Fin 2) (Fin 2) ℂ := !![1, 0; 0, 0]

/-- Augmentation dipoles of the two-level model. -/
def modelE : Matrix (Fin 2) (Fin 2) ℂ := !![0, 2; 2, 0]
```

The states \(u=(1,0)\) and \(v=(0,1)\) have energies \(2/2=1\) and \(3/1=3\). The upper right entry of \(D=X+E\) is \(1+2=3\). For the commutators the same entry is \((2-3)\cdot1=-1\) for \([H,X]\) and \((2-1)\cdot1=1\) for \([S,X]\), so the quotient is \((-1-3)/(1-3)=2\). The augmentation term is \(2-1=1\) and makes up the difference.

These values belong to unnormalised vectors, since \(\langle u,Su\rangle=2\). After normalisation in the overlap metric, the position element is \(3/\sqrt2\) and the commutator quotient is \(\sqrt2\).

The theorem `position_element_witness` first computes \(S\), then checks Hermiticity, the two eigenvalue equations and the two numbers entry by entry.

```lean
/-- The two-level model has Hermitian `H` and `S` and solutions of energies 1 and 3. Between the
unnormalised solutions `(1, 0)` and `(0, 1)` the position element is 3, while the commutator
quotient alone is 2. -/
theorem position_element_witness :
    modelH.IsHermitian ∧ (overlap modelP modelQ).IsHermitian ∧
    Solves modelH (overlap modelP modelQ) 1 ![1, 0] ∧
    Solves modelH (overlap modelP modelQ) 3 ![0, 1] ∧
    braket ![1, 0] (position modelX modelP modelE) ![0, 1] = 3 ∧
    braket ![1, 0]
      (comm modelH modelX - (3 : ℂ) • comm (overlap modelP modelQ) modelX) ![0, 1]
      / (1 - 3) = 2 := by
  have hS : overlap modelP modelQ = !![2, 0; 0, 1] := by
    ext i j
    fin_cases i <;> fin_cases j <;> norm_num [overlap, modelP, modelQ]
  rw [hS]
  refine ⟨?_, ?_, ?_, ?_, ?_, ?_⟩
  · exact Matrix.IsHermitian.ext fun i j => by
      fin_cases i <;> fin_cases j <;> simp [modelH]
  · exact Matrix.IsHermitian.ext fun i j => by
      fin_cases i <;> fin_cases j <;> simp
  · unfold Solves
    ext i
    fin_cases i <;> simp [modelH, Matrix.mulVec, dotProduct, Fin.sum_univ_two]
  · unfold Solves
    ext i
    fin_cases i <;> simp [modelH, Matrix.mulVec, dotProduct, Fin.sum_univ_two]
  · norm_num [braket, position, modelX, modelP, modelE, Matrix.mulVec, dotProduct,
      Fin.sum_univ_two]
  · norm_num [braket, comm, modelH, modelX, Matrix.mulVec, dotProduct,
      Fin.sum_univ_two, Matrix.mul_apply]

end

end UltrasoftPosition
```

```lean
#print axioms UltrasoftPosition.position_element
-- 'UltrasoftPosition.position_element' depends on axioms: [propext, Classical.choice, Quot.sound]
#print axioms UltrasoftPosition.position_element_symmetric
-- 'UltrasoftPosition.position_element_symmetric' depends on axioms: [propext, Classical.choice, Quot.sound]
#print axioms UltrasoftPosition.position_origin_shift
-- 'UltrasoftPosition.position_origin_shift' depends on axioms: [propext, Classical.choice, Quot.sound]
```
